# The Pairwise Dispersion Energy of Two Slabs of Finite Thickness

Two parallel, laterally infinite slabs are each modelled as a continuum of atoms with uniform density and sharp faces. Their interaction energy per unit area is defined as an iterated integral of the pair energy over all pairs with one atom in each slab. The closed formula is then a theorem about that integral and not a definition. The pair energy is \(-C_6/r^6\), where \(r\) is the interatomic distance and the coefficient \(C_6\) measures the strength of the leading attraction between correlated dipole fluctuations on two atoms. Its value is an input.

Let the slabs have number densities \(\rho_1,\rho_2\) and thicknesses \(t_1,t_2\ge 0\), and let a gap \(d>0\) separate their facing surfaces. With \(A=\pi^2C_6\rho_1\rho_2\), the energy per unit area is

\[
E=-\frac{A}{12\pi}\left[\frac1{d^2}-\frac1{(d+t_1)^2}-\frac1{(d+t_2)^2}+\frac1{(d+t_1+t_2)^2}\right].
\]

This is the additive, non-retarded description of dispersion between bodies. Lifshitz theory starts instead from the dielectric response of the media and so includes many-body effects that a pairwise sum omits.

## From rings to slabs

Measure the depths \(z_1\in[0,t_1]\) and \(z_2\in[0,t_2]\) from the facing surfaces into each slab. Two atomic planes at these depths are a distance \(D=z_1+z_2+d\) apart. Around the foot of the perpendicular from an atom in the first plane, a ring of radius \(s\) and width \(ds\) in the second plane has area \(2\pi s\,ds\), and all its atoms lie at \(r^2=s^2+D^2\). The lateral integral is

\[
\int_0^\infty\frac{s\,ds}{(s^2+D^2)^3}
=\left[-\frac1{4(s^2+D^2)^2}\right]_0^\infty=\frac1{4D^4}.
\]

Multiplying by \(-2\pi C_6\rho_1\rho_2\) gives the plane–plane energy density \(-\pi C_6\rho_1\rho_2/(2D^4)\). Integration over the second slab uses

\[
\int_0^{t_2}\frac{dz_2}{(z_1+z_2+d)^4}
=\frac13\left[\frac1{(z_1+d)^3}-\frac1{(z_1+d+t_2)^3}\right],
\]

so a plane at depth \(z_1\) contributes \(-\pi C_6\rho_1\rho_2/6\) times the last bracket. Over the first slab, for \(a=d\) and \(a=d+t_2\),

\[
\int_0^{t_1}\frac{dz_1}{(z_1+a)^3}=\frac12\left[\frac1{a^2}-\frac1{(a+t_1)^2}\right].
\]

Subtracting the second case from the first gives the four terms, with prefactor \(-\pi C_6\rho_1\rho_2/12=-A/(12\pi)\).

When \(t_1,t_2\to\infty\), the three terms containing a thickness vanish and \(E\to-A/(12\pi d^2)\). At finite thickness, differentiating term by term gives

\[
\frac{\partial E}{\partial d}=\frac{A}{6\pi}\left[\frac1{d^3}-\frac1{(d+t_1)^3}-\frac1{(d+t_2)^3}+\frac1{(d+t_1+t_2)^3}\right],
\]

and the normal force per unit area is minus this derivative. Finally, if \(C_6\), the densities and the thicknesses are all positive, then \((d+t_1+t_2)^{-2}<(d+t_1)^{-2}\) and \((d+t_2)^{-2}>0\). The bracket in \(E\) is therefore smaller than \(d^{-2}\), and \(E\) lies above the thick-slab value.

## The integral and its constant in Lean

```lean
import Mathlib

open Real Filter Topology MeasureTheory

namespace HamakerSlabs

noncomputable section
```

All quantities are real numbers in any consistent set of units. The first definition is the ring integrand, with the density of the first layer and the circumference \(2\pi s\) already included.

```lean
/-- Dispersion energy density between an atom layer of density `ρ₁` and a ring of radius `s`
in a parallel layer of density `ρ₂` at distance `D`, for the pair energy `-C₆ / r ^ 6`. -/
def ringEnergy (C₆ ρ₁ ρ₂ D s : ℝ) : ℝ :=
  -(ρ₁ * ρ₂ * C₆ * (2 * π * s)) / (s ^ 2 + D ^ 2) ^ 3
```

The slab energy integrates this expression over \(s>0\), then over \(z_2\), then over \(z_1\). The argument `z₁ + z₂ + d` encodes the convention that depths are measured away from the gap. The reduction from two volumes to rings and depths is part of the definition; it rests on the slabs being laterally infinite and uniform.

```lean
/-- Energy per unit area of two parallel slabs of thickness `t₁` and `t₂` across a gap `d`,
summed pairwise over both slabs. -/
def slabEnergy (C₆ ρ₁ ρ₂ d t₁ t₂ : ℝ) : ℝ :=
  ∫ z₁ in (0 : ℝ)..t₁, ∫ z₂ in (0 : ℝ)..t₂,
    ∫ s in Set.Ioi (0 : ℝ), ringEnergy C₆ ρ₁ ρ₂ (z₁ + z₂ + d) s
```

The Hamaker constant is an abbreviation for a product of the inputs. It has the dimension of energy.

```lean
/-- The Hamaker constant `A = π² C₆ ρ₁ ρ₂`. -/
def hamaker (C₆ ρ₁ ρ₂ : ℝ) : ℝ := π ^ 2 * C₆ * ρ₁ * ρ₂
```

## The lateral integral

```lean
/-- For `D > 0`, the integral of `s / (s ^ 2 + D ^ 2) ^ 3` over `s > 0` converges and equals `1 / (4
D ^ 4)`. -/
theorem lateral_integral {D : ℝ} (hD : 0 < D) :
    IntegrableOn (fun s : ℝ => s / (s ^ 2 + D ^ 2) ^ 3) (Set.Ioi 0) ∧
      ∫ s in Set.Ioi (0 : ℝ), s / (s ^ 2 + D ^ 2) ^ 3 = 1 / (4 * D ^ 4) := by
  -- the antiderivative is `-1 / (4 (s² + D²)²)`
  have hderiv : ∀ s ∈ Set.Ici (0 : ℝ),
      HasDerivAt (fun x : ℝ => (-1 / 4 : ℝ) / ((x ^ 2 + D ^ 2) * (x ^ 2 + D ^ 2)))
        (s / (s ^ 2 + D ^ 2) ^ 3) s := by
    intro s _
    have hu : s ^ 2 + D ^ 2 ≠ 0 := by positivity
    have h1 : HasDerivAt (fun x : ℝ => x ^ 2 + D ^ 2) (2 * s) s := by
      simpa using (hasDerivAt_pow 2 s).add_const (D ^ 2)
    refine ((hasDerivAt_const s (-1 / 4 : ℝ)).fun_div (h1.fun_mul h1)
      (mul_ne_zero hu hu)).congr_deriv ?_
    field_simp
    ring
  have hpos : ∀ s ∈ Set.Ioi (0 : ℝ), 0 ≤ s / (s ^ 2 + D ^ 2) ^ 3 := by
    intro s hs
    have hs' : 0 < s := hs
    positivity
  have hu : Tendsto (fun x : ℝ => x ^ 2 + D ^ 2) atTop atTop :=
    tendsto_atTop_add_const_right _ _ (tendsto_pow_atTop two_ne_zero)
  have hlim : Tendsto (fun x : ℝ => (-1 / 4 : ℝ) / ((x ^ 2 + D ^ 2) * (x ^ 2 + D ^ 2)))
      atTop (𝓝 0) := tendsto_const_nhds.div_atTop (hu.atTop_mul_atTop₀ hu)
  refine ⟨integrableOn_Ioi_deriv_of_nonneg' hderiv hpos hlim, ?_⟩
  rw [integral_Ioi_of_hasDerivAt_of_nonneg' hderiv hpos hlim]
  field_simp
  ring
```

The theorem states convergence explicitly alongside the value. Lean assigns the value zero to a non-integrable integral, so the non-zero value found here also implies convergence. In the proof, `hderiv` checks the antiderivative, `hpos` shows that the integrand is non-negative, and `hlim` shows that the antiderivative vanishes at infinity. These three facts give integrability and reduce the integral to its boundary term at \(s=0\).

```lean
/-- Two atomic planes at distance `D` have an energy density
`-(π C₆ ρ₁ ρ₂ / 2) / D ^ 4`. -/
theorem plane_plane (C₆ ρ₁ ρ₂ : ℝ) {D : ℝ} (hD : 0 < D) :
    ∫ s in Set.Ioi (0 : ℝ), ringEnergy C₆ ρ₁ ρ₂ D s
      = -(π * C₆ * ρ₁ * ρ₂ / 2) * (1 / D ^ 4) := by
  have h : ringEnergy C₆ ρ₁ ρ₂ D
      = fun s => -(2 * π * C₆ * ρ₁ * ρ₂) * (s / (s ^ 2 + D ^ 2) ^ 3) := by
    funext s
    unfold ringEnergy
    ring
  rw [h, integral_const_mul, (lateral_integral hD).2]
  ring
```

Here the constants are moved outside the integral and the lateral result is inserted. The hypothesis `0 < D` keeps the planes apart.

## Integration across a slab

```lean
/-- An inverse power of the distance is integrable across a slab that starts at distance
`a > 0`. -/
theorem integrable_across_slab (n : ℕ) {a t : ℝ} (ha : 0 < a) (ht : 0 ≤ t) :
    IntervalIntegrable (fun z : ℝ => 1 / (z + a) ^ n) volume 0 t := by
  apply ContinuousOn.intervalIntegrable
  refine continuousOn_const.div (by fun_prop) ?_
  intro z hz
  rw [Set.uIcc_of_le ht] at hz
  have : 0 < z + a := by linarith [hz.1]
  positivity
```

The distance \(z+a\) stays positive for \(0\le z\le t\), so the inverse power is continuous on the interval and hence integrable.

```lean
/-- Summing an inverse power `n + 2` of the distance across a slab of thickness `t` leaves
the difference of inverse powers `n + 1` at its two faces, divided by `n + 1`. -/
theorem integral_across_slab (n : ℕ) {a t : ℝ} (ha : 0 < a) (ht : 0 ≤ t) :
    ∫ z in (0 : ℝ)..t, 1 / (z + a) ^ (n + 2)
      = (1 / a ^ (n + 1) - 1 / (a + t) ^ (n + 1)) / ((n : ℝ) + 1) := by
  have hn : (n : ℝ) + 1 ≠ 0 := by positivity
  have hderiv : ∀ z ∈ Set.uIcc 0 t,
      HasDerivAt (fun x : ℝ => (-1 / ((n : ℝ) + 1)) / (x + a) ^ (n + 1))
        (1 / (z + a) ^ (n + 2)) z := by
    intro z hz
    rw [Set.uIcc_of_le ht] at hz
    have hza : z + a ≠ 0 := by linarith [hz.1] |> fun h : 0 < z + a => h.ne'
    have h1 : HasDerivAt (fun x : ℝ => (x + a) ^ (n + 1)) (((n : ℝ) + 1) * (z + a) ^ n) z := by
      simpa using ((hasDerivAt_id' z).add_const a).fun_pow (n + 1)
    refine ((hasDerivAt_const z (-1 / ((n : ℝ) + 1))).fun_div h1
      (pow_ne_zero _ hza)).congr_deriv ?_
    field_simp
    ring
  rw [intervalIntegral.integral_eq_sub_of_hasDerivAt hderiv
    (integrable_across_slab (n + 2) ha ht), zero_add, add_comm t a]
  ring
```

For every natural number \(n\), this is the elementary integral

\[
\int_0^t\frac{dz}{(z+a)^{n+2}}=\frac1{n+1}\left[\frac1{a^{n+1}}-\frac1{(a+t)^{n+1}}\right].
\]

The proof differentiates the antiderivative and applies the fundamental theorem of calculus. The derivation needs \(n=2\) for the second slab and \(n=1\) for the first.

## The energy at finite thickness

```lean
/-- The pairwise dispersion energy per unit area of two slabs of finite thickness, in terms of
the Hamaker constant and the four distances between their faces. -/
theorem slabEnergy_eq (C₆ ρ₁ ρ₂ : ℝ) {d t₁ t₂ : ℝ} (hd : 0 < d) (h₁ : 0 ≤ t₁) (h₂ : 0 ≤ t₂) :
    slabEnergy C₆ ρ₁ ρ₂ d t₁ t₂ = -(hamaker C₆ ρ₁ ρ₂ / (12 * π)) *
      (1 / d ^ 2 - 1 / (d + t₁) ^ 2 - 1 / (d + t₂) ^ 2 + 1 / (d + t₁ + t₂) ^ 2) := by
  -- one plane of the first slab against the whole second slab
  have inner : ∀ z₁ ∈ Set.uIcc 0 t₁, (∫ z₂ in (0 : ℝ)..t₂,
      ∫ s in Set.Ioi (0 : ℝ), ringEnergy C₆ ρ₁ ρ₂ (z₁ + z₂ + d) s)
      = -(π * C₆ * ρ₁ * ρ₂ / 6) * (1 / (z₁ + d) ^ 3 - 1 / (z₁ + (d + t₂)) ^ 3) := by
    intro z₁ hz₁
    rw [Set.uIcc_of_le h₁] at hz₁
    have ha : 0 < z₁ + d := by linarith [hz₁.1]
    have hc : Set.EqOn
        (fun z₂ => ∫ s in Set.Ioi (0 : ℝ), ringEnergy C₆ ρ₁ ρ₂ (z₁ + z₂ + d) s)
        (fun z₂ => -(π * C₆ * ρ₁ * ρ₂ / 2) * (1 / (z₂ + (z₁ + d)) ^ 4)) (Set.uIcc 0 t₂) := by
      intro z₂ hz₂
      rw [Set.uIcc_of_le h₂] at hz₂
      have hD : 0 < z₁ + z₂ + d := by linarith [hz₂.1]
      have e : z₂ + (z₁ + d) = z₁ + z₂ + d := by ring
      simp only [e]
      exact plane_plane C₆ ρ₁ ρ₂ hD
    have h4 : ∫ z in (0 : ℝ)..t₂, 1 / (z + (z₁ + d)) ^ 4
        = (1 / (z₁ + d) ^ 3 - 1 / (z₁ + d + t₂) ^ 3) / 3 :=
      (integral_across_slab 2 ha h₂).trans (by norm_num)
    rw [intervalIntegral.integral_congr hc, intervalIntegral.integral_const_mul, h4,
      add_assoc z₁ d t₂]
    ring
  have h3 : ∀ a : ℝ, 0 < a → ∫ z in (0 : ℝ)..t₁, 1 / (z + a) ^ 3
      = (1 / a ^ 2 - 1 / (a + t₁) ^ 2) / 2 := fun a ha =>
    (integral_across_slab 1 ha h₁).trans (by norm_num)
  have hd₂ : 0 < d + t₂ := by linarith
  have hA : hamaker C₆ ρ₁ ρ₂ / (12 * π) = π * C₆ * ρ₁ * ρ₂ / 12 := by
    unfold hamaker
    field_simp
  -- now sum over the planes of the first slab
  unfold slabEnergy
  rw [intervalIntegral.integral_congr (fun z hz => inner z hz),
    intervalIntegral.integral_const_mul,
    intervalIntegral.integral_sub (integrable_across_slab 3 hd h₁)
      (integrable_across_slab 3 hd₂ h₁), h3 d hd, h3 (d + t₂) hd₂, hA,
    add_right_comm d t₂ t₁]
  ring
```

The hypotheses are a positive gap and non-negative thicknesses; \(C_6\) and the densities may be any real numbers. At zero thickness both sides vanish.

The step named `inner` is the energy of one plane against the whole second slab. It replaces the lateral integral by the plane–plane result at each depth inside the slab, where the separation is known to be positive, and then applies the inverse-fourth-power integral `h4`. The remaining integral over \(z_1\) is split into two inverse cubes, which `h3` evaluates at \(a=d\) and \(a=d+t_2\). The identity `hA` converts the prefactor to the Hamaker constant.

## Thick slabs, the force and a strict bound

```lean
/-- As both thicknesses grow without bound, independently of each other, the energy per unit
area tends to `-A / (12 π d ^ 2)`. -/
theorem thick_slab_limit (C₆ ρ₁ ρ₂ : ℝ) {d : ℝ} (hd : 0 < d) :
    Tendsto (fun t : ℝ × ℝ => slabEnergy C₆ ρ₁ ρ₂ d t.1 t.2) (atTop ×ˢ atTop)
      (𝓝 (-(hamaker C₆ ρ₁ ρ₂ / (12 * π * d ^ 2)))) := by
  have p₁ : ∀ᶠ t : ℝ × ℝ in atTop ×ˢ atTop, 0 ≤ t.1 :=
    tendsto_fst.eventually (eventually_ge_atTop 0)
  have p₂ : ∀ᶠ t : ℝ × ℝ in atTop ×ˢ atTop, 0 ≤ t.2 :=
    tendsto_snd.eventually (eventually_ge_atTop 0)
  have hsum : Tendsto (fun t : ℝ × ℝ => t.1 + t.2) (atTop ×ˢ atTop) atTop :=
    tendsto_atTop_mono' _ (p₂.mono fun t ht => le_add_of_nonneg_right ht) tendsto_fst
  have hz : Tendsto (fun x : ℝ => 1 / (d + x) ^ 2) atTop (𝓝 0) :=
    tendsto_const_nhds.div_atTop ((tendsto_pow_atTop two_ne_zero).comp
      (tendsto_atTop_add_const_left _ d tendsto_id))
  -- every term that involves a far face vanishes
  have key := ((((tendsto_const_nhds (x := 1 / d ^ 2)).sub (hz.comp tendsto_fst)).sub
    (hz.comp tendsto_snd)).add (hz.comp hsum)).const_mul (-(hamaker C₆ ρ₁ ρ₂ / (12 * π)))
  have e : -(hamaker C₆ ρ₁ ρ₂ / (12 * π)) * (1 / d ^ 2 - 0 - 0 + 0)
      = -(hamaker C₆ ρ₁ ρ₂ / (12 * π * d ^ 2)) := by ring
  rw [e] at key
  refine key.congr' ?_
  filter_upwards [p₁, p₂] with t ht₁ ht₂
  rw [slabEnergy_eq C₆ ρ₁ ρ₂ hd ht₁ ht₂, add_assoc d t.1 t.2]
  rfl
```

The filter `atTop ×ˢ atTop` lets both thicknesses grow without any fixed relation between them. The proof takes the limit of the closed formula, which agrees with the slab energy once both thicknesses are non-negative.

```lean
/-- The derivative of the energy per unit area with respect to the gap, for slabs of finite
thickness. -/
theorem slabEnergy_hasDerivAt (C₆ ρ₁ ρ₂ : ℝ) {d t₁ t₂ : ℝ} (hd : 0 < d)
    (h₁ : 0 ≤ t₁) (h₂ : 0 ≤ t₂) :
    HasDerivAt (fun x => slabEnergy C₆ ρ₁ ρ₂ x t₁ t₂) (hamaker C₆ ρ₁ ρ₂ / (6 * π) *
      (1 / d ^ 3 - 1 / (d + t₁) ^ 3 - 1 / (d + t₂) ^ 3 + 1 / (d + (t₁ + t₂)) ^ 3)) d := by
  have aux : ∀ a : ℝ, 0 ≤ a →
      HasDerivAt (fun x : ℝ => 1 / ((x + a) * (x + a))) (-2 / (d + a) ^ 3) d := by
    intro a ha
    have hda : d + a ≠ 0 := by positivity
    have h := (hasDerivAt_id' d).add_const a
    refine ((hasDerivAt_const d (1 : ℝ)).fun_div (h.fun_mul h)
      (mul_ne_zero hda hda)).congr_deriv ?_
    field_simp
    ring
  have key := ((((aux 0 le_rfl).fun_sub (aux t₁ h₁)).fun_sub (aux t₂ h₂)).fun_add
    (aux (t₁ + t₂) (add_nonneg h₁ h₂))).const_mul (-(hamaker C₆ ρ₁ ρ₂ / (12 * π)))
  refine (key.congr_of_eventuallyEq ?_).congr_deriv ?_
  · filter_upwards [eventually_gt_nhds hd] with x hx
    rw [slabEnergy_eq C₆ ρ₁ ρ₂ hx h₁ h₂]
    simp only [add_zero, pow_two, add_assoc]
  · rw [add_zero]
    ring
```

This is the derivative of the integral-defined energy with respect to the gap. The lemma `aux` differentiates one inverse square, and `key` combines the four terms. Since \(d>0\), all sufficiently close gaps are positive too, so the closed formula can be used throughout a neighbourhood of \(d\).

```lean
/-- For positive `C₆` and densities, slabs of finite thickness have an energy strictly above
the thick-slab value `-A / (12 π d ^ 2)`. -/
theorem thick_slab_lt_slabEnergy {C₆ ρ₁ ρ₂ d t₁ t₂ : ℝ} (hC : 0 < C₆) (hρ₁ : 0 < ρ₁)
    (hρ₂ : 0 < ρ₂) (hd : 0 < d) (h₁ : 0 < t₁) (h₂ : 0 < t₂) :
    -(hamaker C₆ ρ₁ ρ₂ / (12 * π * d ^ 2)) < slabEnergy C₆ ρ₁ ρ₂ d t₁ t₂ := by
  have hA : 0 < hamaker C₆ ρ₁ ρ₂ / (12 * π) := by
    unfold hamaker
    positivity
  have hfar : 1 / (d + t₁ + t₂) ^ 2 < 1 / (d + t₁) ^ 2 := by
    apply one_div_lt_one_div_of_lt (by positivity)
    nlinarith [mul_pos (add_pos hd h₁) h₂, mul_pos h₂ h₂]
  have hpos : 0 < 1 / (d + t₂) ^ 2 := by positivity
  have hB : 1 / d ^ 2 - 1 / (d + t₁) ^ 2 - 1 / (d + t₂) ^ 2 + 1 / (d + t₁ + t₂) ^ 2
      < 1 / d ^ 2 := by linarith
  have e : hamaker C₆ ρ₁ ρ₂ / (12 * π * d ^ 2)
      = hamaker C₆ ρ₁ ρ₂ / (12 * π) * (1 / d ^ 2) := by ring
  rw [slabEnergy_eq C₆ ρ₁ ρ₂ hd h₁.le h₂.le, e, neg_mul]
  exact neg_lt_neg (mul_lt_mul_of_pos_left hB hA)

end

end HamakerSlabs
```

The fact `hfar` compares the two inverse squares that contain \(t_1\), and `hpos` supplies the sign of the remaining one. Together they bound the bracket by \(1/d^2\); multiplication by the negative prefactor reverses the inequality.

```lean
#print axioms HamakerSlabs.slabEnergy_eq
#print axioms HamakerSlabs.thick_slab_limit
#print axioms HamakerSlabs.slabEnergy_hasDerivAt
#print axioms HamakerSlabs.thick_slab_lt_slabEnergy
```

```
'HamakerSlabs.slabEnergy_eq' depends on axioms: [propext, Classical.choice, Quot.sound]
'HamakerSlabs.thick_slab_limit' depends on axioms: [propext, Classical.choice, Quot.sound]
'HamakerSlabs.slabEnergy_hasDerivAt' depends on axioms: [propext, Classical.choice, Quot.sound]
'HamakerSlabs.thick_slab_lt_slabEnergy' depends on axioms: [propext, Classical.choice, Quot.sound]
```

## Evaluating the formula in a calculation

A program that uses this continuum model takes \(C_6\), the two densities and the three lengths, forms \(A\), and evaluates the four-term bracket. Multiplying by the lateral area of a simulation cell gives the energy of that area. For \(t_1=t_2=d\) the bracket is \(11/(18d^2)\), so the energy is about 61% of the thick-slab value; for \(t_1=t_2=10d\) it is about 98.6%.

For slabs much thinner than the gap, the four terms nearly cancel and floating-point subtraction loses digits. The leading approximation there is

\[
E\approx-\frac{A\,t_1t_2}{2\pi d^4},
\]

which is the plane–plane energy density multiplied by both thicknesses. In an atomistic simulation with a pair cutoff, the truncated sum omits part of the long-range attraction, and the formula gives a continuum reference for the untruncated \(-C_6/r^6\) interaction energy between two slabs without periodic images along their normal. At gaps comparable to the atomic spacing, the discrete structure and short-range repulsion also matter, and the model contains neither.
